# Composition-rejection with event rates between M/2 and M in each group: correct selection probabilities and at most two trials on average

Sort the events of a kinetic Monte Carlo step into finitely many nonempty groups, where group $g$ has $n_g$ events with rates $k_{g,i}$, a bound $M_g>0$ with $M_g/2\le k_{g,i}\le M_g$, and total rate $K_g=\sum_i k_{g,i}$; the total over all groups is $K=\sum_g K_g$. A group is drawn once with probability $K_g/K$, and a trial is then one uniform pick from that group, accepted with probability $k_{g,i}/M_g$ and otherwise followed by another trial in the same group.

```lean
import Mathlib

open Finset

namespace CompositionRejection

noncomputable section

variable {ι : Type*} [Fintype ι]

/-- Probability that one trial picks event `i` uniformly and accepts it, with acceptance probability
`k i / M`; the group is nonempty, `M` is positive and the rates lie in `[0, M]`. -/
def acceptPick (M : ℝ) (k : ι → ℝ) (i : ι) : ℝ :=
  1 / (Fintype.card ι : ℝ) * (k i / M)

/-- Probability that one trial picks event `i` uniformly and rejects it, with acceptance probability
`k i / M`; the group is nonempty, `M` is positive and the rates lie in `[0, M]`. -/
def rejectPick (M : ℝ) (k : ι → ℝ) (i : ι) : ℝ :=
  1 / (Fintype.card ι : ℝ) * (1 - k i / M)

/-- Probability that `t` trials are rejected and the next one accepts event `i`, summed over all
histories of rejected picks; the group is nonempty, `M` is positive and the rates lie in `[0, M]`.
-/
def acceptAt (M : ℝ) (k : ι → ℝ) (t : ℕ) (i : ι) : ℝ :=
  ∑ h : Fin t → ι, (∏ s, rejectPick M k (h s)) * acceptPick M k i

/-- The sum over histories of `t` rejected picks factorises: `acceptAt` is the `t`-th power of one
minus the sum of `acceptPick` over all events, times `acceptPick` for event `i`. -/
theorem acceptAt_eq (M : ℝ) (k : ι → ℝ) (t : ℕ) (i : ι) :
    acceptAt M k t i = (1 - ∑ j, acceptPick M k j) ^ t * acceptPick M k i := by
  have : Nonempty ι := ⟨i⟩
  have hn : (Fintype.card ι : ℝ) ≠ 0 := Nat.cast_ne_zero.mpr Fintype.card_ne_zero
  -- a trial is either accepted or rejected
  have hr : ∑ j, rejectPick M k j = 1 - ∑ j, acceptPick M k j := by
    have h : ∀ j, rejectPick M k j = 1 / (Fintype.card ι : ℝ) - acceptPick M k j := by
      intro j
      unfold rejectPick acceptPick
      ring
    simp only [h, sum_sub_distrib, sum_const, card_univ, nsmul_eq_mul]
    rw [mul_one_div_cancel hn]
  unfold acceptAt
  rw [← sum_mul, ← Fintype.sum_pow (rejectPick M k) t, hr]

/-- In a nonempty group of `n` events with rates in `(0, M]`, a trial is accepted with probability
`(∑ k) / (n M)`, which is positive and at most one. -/
theorem trial_acceptance [Nonempty ι] {M : ℝ} {k : ι → ℝ}
    (hk : ∀ i, 0 < k i) (hkM : ∀ i, k i ≤ M) :
    ∑ i, acceptPick M k i = (∑ i, k i) / (Fintype.card ι * M) ∧
      0 < ∑ i, acceptPick M k i ∧ ∑ i, acceptPick M k i ≤ 1 := by
  have hM : 0 < M := (hk (Classical.arbitrary ι)).trans_le (hkM _)
  have hn : (0 : ℝ) < Fintype.card ι := Nat.cast_pos.mpr Fintype.card_pos
  have hS : 0 < ∑ i, k i := sum_pos (fun i _ => hk i) univ_nonempty
  have hle : ∑ i, k i ≤ Fintype.card ι * M := by
    have h : ∑ i, k i ≤ ∑ _i : ι, M := sum_le_sum fun i _ => hkM i
    simpa only [sum_const, card_univ, nsmul_eq_mul] using h
  have he : ∑ i, acceptPick M k i = (∑ i, k i) / (Fintype.card ι * M) := by
    rw [sum_div]
    refine sum_congr rfl fun i _ => ?_
    unfold acceptPick
    ring
  refine ⟨he, ?_, ?_⟩
  · rw [he]
    positivity
  · rw [he]
    exact (div_le_one (mul_pos hn hM)).mpr hle

/-- Within a group with rates in `(0, M]`, the geometric series over trials selects event `i` with
probability `k i / ∑ k`. -/
theorem hasSum_acceptAt {M : ℝ} {k : ι → ℝ}
    (hk : ∀ i, 0 < k i) (hkM : ∀ i, k i ≤ M) (i : ι) :
    HasSum (fun t => acceptAt M k t i) (k i / ∑ j, k j) := by
  have : Nonempty ι := ⟨i⟩
  obtain ⟨he, h0, h1⟩ := trial_acceptance hk hkM
  have hM : M ≠ 0 := ((hk i).trans_le (hkM i)).ne'
  have hn : (Fintype.card ι : ℝ) ≠ 0 := Nat.cast_ne_zero.mpr Fintype.card_ne_zero
  have hS : ∑ j, k j ≠ 0 := (sum_pos (fun j _ => hk j) univ_nonempty).ne'
  have h := (hasSum_geometric_of_lt_one (sub_nonneg.mpr h1)
    (sub_lt_self 1 h0)).mul_right (acceptPick M k i)
  have e : k i / ∑ j, k j = (1 - (1 - ∑ j, acceptPick M k j))⁻¹ * acceptPick M k i := by
    rw [sub_sub_cancel, he, inv_div]
    unfold acceptPick
    field_simp
  simp only [acceptAt_eq]
  rw [e]
  exact h

/-- If each trial succeeds with probability `p` in `(0, 1]`, the mean number of trials up to and
including the first success is `1 / p`. -/
theorem geometric_mean {p : ℝ} (h0 : 0 < p) (h1 : p ≤ 1) :
    HasSum (fun t : ℕ => ((t : ℝ) + 1) * ((1 - p) ^ t * p)) p⁻¹ := by
  have hr : ‖1 - p‖ < 1 := by
    rw [Real.norm_eq_abs, abs_lt]
    constructor <;> linarith
  have h := ((hasSum_coe_mul_geometric_of_norm_lt_one hr).add
    (hasSum_geometric_of_lt_one (sub_nonneg.mpr h1) (sub_lt_self 1 h0))).mul_right p
  have hf : (fun t : ℕ => ((t : ℝ) + 1) * ((1 - p) ^ t * p))
      = fun t : ℕ => ((t : ℝ) * (1 - p) ^ t + (1 - p) ^ t) * p := by
    funext t
    ring
  have e : p⁻¹ = ((1 - p) / (1 - (1 - p)) ^ 2 + (1 - (1 - p))⁻¹) * p := by
    have hp : p * p⁻¹ = 1 := mul_inv_cancel₀ h0.ne'
    rw [sub_sub_cancel]
    linear_combination (p * p⁻¹ - p⁻¹) * hp
  rw [hf, e]
  exact h

variable {G : Type*} [Fintype G] {E : G → Type*} [∀ g, Fintype (E g)]

/-- Total rate `K_g` of group `g`. -/
def groupRate (k : ∀ g, E g → ℝ) (g : G) : ℝ := ∑ i, k g i

/-- Total rate `K` of all events. -/
def totalRate (k : ∀ g, E g → ℝ) : ℝ := ∑ g, groupRate k g

/-- Probability that group `g` is drawn with weight `K_g / K` and its event `i` is then accepted
after `t` rejections; `K` and all bounds are positive, and the rates of every group lie between 0
and its bound. -/
def selectAt (M : G → ℝ) (k : ∀ g, E g → ℝ) (t : ℕ) (g : G) (i : E g) : ℝ :=
  groupRate k g / totalRate k * acceptAt (M g) (k g) t i

/-- Probability that the algorithm stops after exactly `t` rejections; `K` and all `M g` are
positive, and the rates of every group `g` lie in `[0, M g]`. -/
def stopAt (M : G → ℝ) (k : ∀ g, E g → ℝ) (t : ℕ) : ℝ :=
  ∑ g, ∑ i, selectAt M k t g i

/-- Expected number of trials, the accepted one included; `K` and all `M g` are positive, and the
rates of every group `g` lie in `[0, M g]`. -/
def meanTrials (M : G → ℝ) (k : ∀ g, E g → ℝ) : ℝ :=
  ∑' t : ℕ, ((t : ℝ) + 1) * stopAt M k t

/-- If the rates of every group `g` lie in `(0, M g]`, each event is selected with probability
equal to its rate divided by the total rate. -/
theorem selection_probability {M : G → ℝ} {k : ∀ g, E g → ℝ}
    (hk : ∀ g i, 0 < k g i) (hkM : ∀ g i, k g i ≤ M g) :
    ∀ g i, HasSum (fun t => selectAt M k t g i) (k g i / totalRate k) := by
  intro g i
  have hg : groupRate k g ≠ 0 := (sum_pos (fun j _ => hk g j) ⟨i, mem_univ i⟩).ne'
  have h := (hasSum_acceptAt (hk g) (hkM g) i).mul_left (groupRate k g / totalRate k)
  -- the group rate cancels between the two stages
  have e : k g i / totalRate k
      = groupRate k g / totalRate k * (k g i / groupRate k g) := by
    rw [div_mul_div_comm, mul_comm (totalRate k), mul_div_mul_left _ _ hg]
  rw [e]
  exact h

variable [Nonempty G] [∀ g, Nonempty (E g)]

/-- For finitely many nonempty groups, at least one, with rates in `(0, M g]`, the algorithm stops
with probability one, and the mean number of trials is `(∑ n_g M_g) / K`, with `n_g` the size of
group `g`. -/
theorem termination_and_mean {M : G → ℝ} {k : ∀ g, E g → ℝ}
    (hk : ∀ g i, 0 < k g i) (hkM : ∀ g i, k g i ≤ M g) :
    0 < totalRate k ∧ HasSum (stopAt M k) 1 ∧
      HasSum (fun t : ℕ => ((t : ℝ) + 1) * stopAt M k t)
        ((∑ g, (Fintype.card (E g) : ℝ) * M g) / totalRate k) := by
  have hg : ∀ g, 0 < groupRate k g := fun g => sum_pos (fun i _ => hk g i) univ_nonempty
  have hK : 0 < totalRate k := sum_pos (fun g _ => hg g) univ_nonempty
  refine ⟨hK, ?_, ?_⟩
  · have h := hasSum_sum (s := univ) fun g _ =>
      hasSum_sum (s := univ) fun i _ => selection_probability hk hkM g i
    have e : ∑ g, ∑ i, k g i / totalRate k = 1 := by
      simp_rw [← sum_div]
      exact div_self hK.ne'
    rw [← e]
    exact h
  · -- mean number of trials inside one group
    have hm : ∀ g, HasSum (fun t : ℕ => ((t : ℝ) + 1) * ∑ i, acceptAt (M g) (k g) t i)
        ((Fintype.card (E g) : ℝ) * M g / groupRate k g) := by
      intro g
      obtain ⟨he, h0, h1⟩ := trial_acceptance (hk g) (hkM g)
      have h := geometric_mean h0 h1
      simp only [acceptAt_eq, ← mul_sum]
      convert h using 1
      rw [he, inv_div]
      rfl
    have h := hasSum_sum (s := univ) fun g _ =>
      (hm g).mul_left (groupRate k g / totalRate k)
    have hf : (fun t : ℕ => ((t : ℝ) + 1) * stopAt M k t) = fun t : ℕ =>
        ∑ g, groupRate k g / totalRate k *
          (((t : ℝ) + 1) * ∑ i, acceptAt (M g) (k g) t i) := by
      funext t
      unfold stopAt selectAt
      rw [mul_sum]
      refine sum_congr rfl fun g _ => ?_
      rw [← mul_sum]
      ring
    have e : (∑ g, (Fintype.card (E g) : ℝ) * M g) / totalRate k
        = ∑ g, groupRate k g / totalRate k *
          ((Fintype.card (E g) : ℝ) * M g / groupRate k g) := by
      rw [sum_div]
      refine sum_congr rfl fun g _ => ?_
      rw [div_mul_div_comm, mul_comm (totalRate k), mul_div_mul_left _ _ (hg g).ne']
    rw [hf, e]
    exact h

omit [Nonempty G] [∀ g, Nonempty (E g)] in
/-- Twice the total rate exceeds `∑ n_g M_g` by the sum of `2 k_i - M_g` over all events. -/
theorem rate_excess (M : G → ℝ) (k : ∀ g, E g → ℝ) :
    2 * totalRate k - ∑ g, (Fintype.card (E g) : ℝ) * M g
      = ∑ g, ∑ i, (2 * k g i - M g) := by
  simp only [totalRate, groupRate, sum_sub_distrib, ← mul_sum, sum_const, card_univ,
    nsmul_eq_mul]

/-- Composition-rejection: for finitely many nonempty groups, at least one, with rates in
`[M g / 2, M g]` and `M g > 0`, each event is selected with probability `k_i / K`, the algorithm
stops with probability one, and the expected number of trials is finite and at most 2. -/
theorem composition_rejection {M : G → ℝ} {k : ∀ g, E g → ℝ} (hM : ∀ g, 0 < M g)
    (hlo : ∀ g i, M g / 2 ≤ k g i) (hkM : ∀ g i, k g i ≤ M g) :
    (∀ g i, HasSum (fun t => selectAt M k t g i) (k g i / totalRate k)) ∧
      HasSum (stopAt M k) 1 ∧
      HasSum (fun t : ℕ => ((t : ℝ) + 1) * stopAt M k t) (meanTrials M k) ∧
      meanTrials M k ≤ 2 := by
  have hk : ∀ g i, 0 < k g i := fun g i => (half_pos (hM g)).trans_le (hlo g i)
  obtain ⟨hK, hstop, hmean⟩ := termination_and_mean hk hkM
  refine ⟨selection_probability hk hkM, hstop, hmean.summable.hasSum, ?_⟩
  have hx : 0 ≤ ∑ g, ∑ i, (2 * k g i - M g) :=
    sum_nonneg fun g _ => sum_nonneg fun i _ => by linarith [hlo g i]
  rw [← rate_excess] at hx
  rw [meanTrials, hmean.tsum_eq, div_le_iff₀ hK]
  linarith

/-- For finitely many nonempty groups, at least one, with rates in `[M g / 2, M g]` and `M g > 0`,
the expected number of trials equals 2 exactly when every rate is half the bound of its group. -/
theorem meanTrials_eq_two_iff {M : G → ℝ} {k : ∀ g, E g → ℝ} (hM : ∀ g, 0 < M g)
    (hlo : ∀ g i, M g / 2 ≤ k g i) (hkM : ∀ g i, k g i ≤ M g) :
    meanTrials M k = 2 ↔ ∀ g i, k g i = M g / 2 := by
  have hk : ∀ g i, 0 < k g i := fun g i => (half_pos (hM g)).trans_le (hlo g i)
  obtain ⟨hK, -, hmean⟩ := termination_and_mean hk hkM
  have hnn : ∀ g i, 0 ≤ 2 * k g i - M g := fun g i => by linarith [hlo g i]
  have hx := rate_excess M k
  rw [meanTrials, hmean.tsum_eq, div_eq_iff hK.ne']
  constructor
  · intro h g i
    -- a vanishing sum of nonnegative terms vanishes term by term
    have h0 : ∑ g, ∑ i, (2 * k g i - M g) = 0 := by linarith
    have h1 := (sum_eq_zero_iff_of_nonneg
      (fun g _ => sum_nonneg fun i _ => hnn g i)).1 h0 g (mem_univ g)
    have h2 := (sum_eq_zero_iff_of_nonneg (fun i _ => hnn g i)).1 h1 i (mem_univ i)
    linarith
  · intro h
    have h0 : ∑ g, ∑ i, (2 * k g i - M g) = 0 :=
      sum_eq_zero fun g _ => sum_eq_zero fun i _ => by rw [h g i]; ring
    linarith

end

end CompositionRejection
```

```lean
#print axioms CompositionRejection.composition_rejection
#print axioms CompositionRejection.meanTrials_eq_two_iff
```

```
'CompositionRejection.composition_rejection' depends on axioms: [propext, Classical.choice, Quot.sound]
'CompositionRejection.meanTrials_eq_two_iff' depends on axioms: [propext, Classical.choice, Quot.sound]
```

## Selection, stopping and the mean number of trials

The theorem `composition_rejection` makes four statements about this procedure:

- Event $i$ of group $g$ is selected with probability $k_{g,i}/K$.
- The procedure stops with probability one.
- The series for the expected number of trials converges.
- Its value is at most 2, whatever the group sizes.

The companion theorem `meanTrials_eq_two_iff` says that the mean equals 2 exactly when every rate sits at the lower end of its interval, $k_{g,i}=M_g/2$.

The index $t$ counts rejections, so a run that accepts after $t$ rejections has used $t+1$ trials. `selectAt M k t g i` is the probability that group $g$ is drawn and its event $i$ is accepted after $t$ rejections. Summing it over all groups and events gives `stopAt M k t`, and `meanTrials` is the sum of $(t+1)$ times `stopAt`. A statement `HasSum f a` says that the series with terms `f t` converges to `a`. This matters for the mean, because Lean assigns the value 0 to an infinite sum that does not converge; the third statement excludes that reading of the bound.

Two of the supporting theorems need less. `selection_probability` and `termination_and_mean` assume only $0<k_{g,i}\le M_g$, and the second gives the mean in closed form, $\sum_g n_gM_g/K$. Apart from making the rates positive, the lower limit $M_g/2$ is used only to compare the mean with 2.

## One group draw, then independent picks

The type `G` labels the groups, and `E g` is the type of events in group `g`. Since `E` depends on `g`, the groups may have different sizes. The rates are a function `k` with values `k g i`, and the bounds are a function `M`. The assumption `hkM` is the upper limit on the rates, which makes $k_{g,i}/M_g$ a genuine probability; `hlo` is the lower limit.

Four features of the algorithm are put in by definition: the group is drawn with probability $K_g/K$, the pick within it is uniform, the acceptance probability is $k_{g,i}/M_g$, and successive trials are independent. They stand for an ideal source of random numbers. Independence appears in `acceptAt` as a product over a history `h : Fin t → ι` of rejected picks, summed over all histories. Here `ι` is the type of events in one group. The geometric law for the number of trials within that group is derived from this sum.

The probabilities are real numbers given by explicit formulas, with no underlying probability space. The rates stay fixed while an event is being selected. The advance of the simulation clock, the cost of drawing the group and the updating of rates after an event are not modelled.

For kinetic Monte Carlo and stochastic reaction simulations with a finite list of positive rates, grouped as above and held fixed during the selection, the result says that the rejection stage introduces no bias and that its mean number of trials stays at or below 2 however many events there are.

## From one trial to the geometric series

In group $g$, one trial picks and accepts event $i$ with probability $k_{g,i}/(n_gM_g)$. Summing over $i$ gives the acceptance probability of a trial,
$$a_g=\frac{K_g}{n_gM_g},\qquad 0<a_g\le 1,$$
where the upper limit holds because each of the $n_g$ rates is at most $M_g$. This is `trial_acceptance`.

A trial picks and rejects event $j$ with probability $\frac{1}{n_g}\left(1-\frac{k_{g,j}}{M_g}\right)$, and these probabilities add up to $1-a_g$. For $t$ rejections in a row, the sum over histories factorises:
$$\sum_{j_1,\dots,j_t}\ \prod_{s=1}^{t}\frac{1}{n_g}\left(1-\frac{k_{g,j_s}}{M_g}\right)=(1-a_g)^t .$$
For $t=0$ there is one empty history, and both sides are 1. The lemma `acceptAt_eq` proves this with `Fintype.sum_pow`, which expands a power of a sum into a sum over functions.

Event $i$ is therefore accepted after $t$ rejections with probability $(1-a_g)^t\,k_{g,i}/(n_gM_g)$. Since $0\le 1-a_g<1$, the geometric series gives
$$\sum_{t\ge0}(1-a_g)^t\,\frac{k_{g,i}}{n_gM_g}=\frac{1}{a_g}\,\frac{k_{g,i}}{n_gM_g}=\frac{k_{g,i}}{K_g},$$
which is `hasSum_acceptAt`. Multiplication by the weight of the group yields
$$\frac{K_g}{K}\,\frac{k_{g,i}}{K_g}=\frac{k_{g,i}}{K}.$$
`selection_probability` carries out this cancellation. Adding these values over all events gives 1, so the procedure stops with probability one.

## The mean and the bound of two

Within a group, write $r=1-a_g$. From $\sum_t t\,r^t=r/(1-r)^2$ and $\sum_t r^t=1/(1-r)$ it follows that
$$\sum_{t\ge0}(t+1)\,r^t a_g=\left(\frac{r}{(1-r)^2}+\frac{1}{1-r}\right)a_g=\frac{a_g}{(1-r)^2}=\frac{1}{a_g}=\frac{n_gM_g}{K_g}.$$
The lemma `geometric_mean`, whose trials are understood to be independent, adds the same two series from Mathlib and simplifies the result. Averaging over the group draw then removes $K_g$:
$$\sum_g\frac{K_g}{K}\,\frac{n_gM_g}{K_g}=\frac{\sum_g n_gM_g}{K}.$$
In `termination_and_mean`, `hasSum_sum` justifies exchanging the finite sum over groups with the series over $t$.

To compare this mean with 2, `rate_excess` records the identity
$$2K-\sum_g n_gM_g=\sum_g\sum_i\left(2k_{g,i}-M_g\right).$$
Every term on the right is nonnegative because $k_{g,i}\ge M_g/2$. Hence $\sum_g n_gM_g\le 2K$, and division by $K>0$ gives the bound. The mean is 2 exactly when the right-hand side vanishes, and a sum of nonnegative terms vanishes only if each term does. The proof of `meanTrials_eq_two_iff` applies `sum_eq_zero_iff_of_nonneg` twice, first to the groups and then to the events within a group.

## A slow event under a loose bound

Without the lower limit on the rates, the bound of 2 can fail. Take one group with a single event, $M=1$ and $k=1/10$. Each trial is accepted with probability $1/10$, so the mean is 10 trials. The selection probability is still correct, since the only event is selected with probability one.

## The selection loop in a simulation code

A code can take the bounds $M_g$ as successive powers of two times a reference rate, so that every positive rate has a group whose interval contains it. It stores $K_g$ and a list of events for each group. A selection step first draws a group with weight $K_g$, for instance by a linear search through the partial sums; empty groups have zero weight and are never drawn. It then draws a random position in the list and a uniform number $u\in[0,1)$, and accepts the event if $uM_g<k_{g,i}$. If the test fails, it draws a new position and a new $u$ in the same group.

Returning to the group draw after a rejection can change the distribution. With two groups of one event each, $M=1$ in both and rates $1$ and $1/2$, the events would be selected with probabilities $4/5$ and $1/5$ instead of $2/3$ and $1/3$.

When a rate changes, the code moves the event to another group if its rate has left the interval, and it updates the total rate of each group concerned. If an event stays in a group with $k_{g,i}>M_g$, the test always accepts it once it is picked, but it is still selected too rarely relative to those events of the group whose rates respect the bound.
